# For a one-body operator F and single excitations T₁ from occupied to virtual modes, the expansion of exp(−T₁) F exp(T₁) ends at the double commutator

When a one-body operator F is transformed by exp(T₁), where T₁ moves electrons from occupied to virtual orbitals, the creators and annihilators can be treated as matrices on a Fock space or as abstract symbols with given anticommutators. The second choice is made here: they are elements of any complex algebra that obey the canonical anticommutation relations (CAR), which express the antisymmetry of fermions.

Write a_p for the annihilator of mode p and c_p for its creator, usually written a_p†. There are finitely many modes, and

a_p a_q + a_q a_p = 0, c_p c_q + c_q c_p = 0, a_p c_q + c_q a_p = δ_pq.

Let O be the occupied set and V the virtual set, with no mode in both. For arbitrary complex f_pq and t_bi, put

F = Σ_pq f_pq c_p a_q, T₁ = Σ_{b∈V, i∈O} t_bi c_b a_i.

Then [[[F,T₁],T₁],T₁] = 0. If the algebra is also a Banach algebra, so that the exponential series converges, then

exp(−T₁) F exp(T₁) = F + [F,T₁] + ½[[F,T₁],T₁].

## Commutators with T₁ become matrix products

Expanding and regrouping gives

[c_p a_q, c_r] = c_p(a_q c_r + c_r a_q) − (c_p c_r + c_r c_p)a_q = δ_qr c_p,

[c_p a_q, a_r] = c_p(a_q a_r + a_r a_q) − (a_r c_p + c_p a_r)a_q = −δ_rp a_q.

Summing with the coefficients f_pq,

[F,c_r] = Σ_p f_pr c_p, [F,a_r] = −Σ_q f_rq a_q.

For a second one-body operator G = Σ_rs g_rs c_r a_s, the Leibniz rule gives

[F, c_r a_s] = [F,c_r]a_s + c_r[F,a_s] = Σ_p f_pr c_p a_s − Σ_q f_sq c_r a_q.

Multiplying by g_rs and summing, [F,G] is the one-body operator with matrix fg − gf.

Let τ be the matrix with τ_bi = t_bi for b∈V, i∈O, and zeros elsewhere. A non-zero term in (τ²)_pq = Σ_r τ_pr τ_rq needs r in both O and V, so τ² = 0. The double commutator has matrix

(fτ − τf)τ − τ(fτ − τf) = fτ² + τ²f − 2τfτ = −2τfτ,

and the triple commutator has matrix −2(τfτ² − τ²fτ) = 0.

## The exponential of a terminating chain

Let [X,T] = Y, [Y,T] = Z and [Z,T] = 0, and set P(s) = X + sY + s²Z/2. Then

d/ds (e^{sT} P e^{−sT}) = e^{sT}(P′ − [P,T])e^{−sT} = 0,

because P′ and [P,T] both equal Y + sZ. Comparing s = 1 with s = 0 gives e^T(X + Y + Z/2)e^{−T} = X. Multiplying by e^{−T} on the left and e^T on the right gives the finite expansion.

## Dressed coefficients in coupled cluster, and two-body operators

In coupled-cluster calculations, the one-body part of the Hamiltonian is dressed by singles in this way. Its new coefficient matrix is

f + fτ − τf − τfτ = (1 − τ)f(1 + τ).

Take O filled and V empty in the reference determinant. If doubles are included, F also enters the singles equation through [F,T₂]; apart from that term, its contribution for b∈V, i∈O is

f_bi + Σ_{d∈V} f_bd t_di − Σ_{j∈O} t_bj f_ji − Σ_{j∈O, d∈V} t_bj f_jd t_di.

The same argument bounds the series for a two-body operator, a sum of products of two creators and two annihilators. Since τ² = 0, each ladder operator survives at most one commutator with T₁, so the fifth commutator vanishes and the series ends at fourth order at the latest. This extension is argued only in prose; the theorems below concern one-body F.

## Modes, operators and amplitudes in Lean

The finite type `ι` labels the modes. The algebra `A` serves for the commutator identities, and the complete normed algebra `B` for exponentials.

```lean
import Mathlib

open Matrix

namespace SinglesBCH

noncomputable section

variable {ι A B : Type*} [Fintype ι] [DecidableEq ι] [Ring A] [Algebra ℂ A]
  [NormedRing B] [NormedAlgebra ℂ B] [CompleteSpace B]
```

`CAR c a` is the hypothesis on the modes. It does not require `c p` to be the adjoint of `a p`.

```lean
/-- The canonical anticommutation relations for creators `c p` and annihilators `a p`. -/
structure CAR (c a : ι → A) : Prop where
  aa : ∀ p q, a p * a q + a q * a p = 0
  cc : ∀ p q, c p * c q + c q * c p = 0
  ac : ∀ p q, a p * c q + c q * a p = if p = q then 1 else 0

/-- The commutator `[X, Y] = X Y - Y X`. -/
def comm (X Y : A) : A := X * Y - Y * X
```

`oneBody` is F and `singles` is T₁. No Hermiticity is imposed on `f`, and `V` and `O` need not exhaust the modes. Representing a real system's one-electron operator by a finite matrix in a chosen basis of orthonormal spin orbitals is a step that these hypotheses leave to the user.

```lean
/-- The one-body operator `∑ f_pq c_p a_q` with coefficient matrix `f`. -/
def oneBody (c a : ι → A) (f : Matrix ι ι ℂ) : A :=
  ∑ p, ∑ q, f p q • (c p * a q)

/-- The singles operator `T₁ = ∑ t_bi c_b a_i`, with `b` in the virtual set `V` and `i` in the
occupied set `O`. -/
def singles (c a : ι → A) (V O : Finset ι) (t : ι → ι → ℂ) : A :=
  ∑ b ∈ V, ∑ i ∈ O, t b i • (c b * a i)
```

`excMat` is τ. The lemma after it removes the zero terms from the full double sum, which identifies T₁ with the one-body operator of τ.

```lean
/-- The amplitudes `t_bi` as a matrix over all modes, zero outside the virtual-occupied block. -/
def excMat (V O : Finset ι) (t : ι → ι → ℂ) : Matrix ι ι ℂ :=
  Matrix.of fun p q => if p ∈ V then (if q ∈ O then t p q else 0) else 0

/-- The singles operator is the one-body operator of its padded amplitude matrix. -/
theorem singles_eq_oneBody (c a : ι → A) (V O : Finset ι) (t : ι → ι → ℂ) :
    singles c a V O t = oneBody c a (excMat V O t) := by
  have h : ∀ p, ∑ q, excMat V O t p q • (c p * a q) =
      if p ∈ V then ∑ i ∈ O, t p i • (c p * a i) else 0 := by
    intro p
    by_cases hp : p ∈ V <;> simp [excMat, hp, ite_smul, Finset.sum_ite_mem]
  simp only [oneBody, h]
  simp [singles, Finset.sum_ite_mem]
```

## The vanishing triple commutator

The next lemma contains both ladder commutators. `lin` moves the commutator inside the sums; `hc` and `ha` are the two regroupings above, expanded by `noncomm_ring` and evaluated with the CAR.

```lean
/-- For modes obeying the CAR, commuting a one-body operator with a creator or an annihilator
gives a linear combination of creators or of annihilators. -/
theorem comm_oneBody_ladder {c a : ι → A} (h : CAR c a) (f : Matrix ι ι ℂ) (r : ι) :
    comm (oneBody c a f) (c r) = ∑ p, f p r • c p ∧
    comm (oneBody c a f) (a r) = -∑ q, f r q • a q := by
  have lin : ∀ X : A, comm (oneBody c a f) X = ∑ p, ∑ q, f p q • comm (c p * a q) X := by
    intro X
    simp only [comm, oneBody, Finset.mul_sum, Finset.sum_mul, mul_smul_comm, smul_mul_assoc,
      smul_sub, Finset.sum_sub_distrib]
  have hc : ∀ p q, comm (c p * a q) (c r) = if q = r then c p else 0 := by
    intro p q
    calc comm (c p * a q) (c r)
        = c p * (a q * c r + c r * a q) - (c p * c r + c r * c p) * a q := by
          unfold comm; noncomm_ring
      _ = _ := by rw [h.ac, h.cc]; split_ifs <;> simp
  have ha : ∀ p q, comm (c p * a q) (a r) = -(if r = p then a q else 0) := by
    intro p q
    calc comm (c p * a q) (a r)
        = c p * (a q * a r + a r * a q) - (a r * c p + c p * a r) * a q := by
          unfold comm; noncomm_ring
      _ = _ := by rw [h.ac, h.aa]; split_ifs <;> simp
  constructor
  · rw [lin]
    simp [hc]
  · rw [lin, Finset.sum_comm]
    simp [ha]
```

Here `key` is the Leibniz step. The remaining lines reorder finite sums until they match the entries of fg − gf.

```lean
/-- For modes obeying the CAR, the commutator of two one-body operators is the one-body operator
of the commutator of their coefficient matrices. -/
theorem comm_oneBody {c a : ι → A} (h : CAR c a) (f g : Matrix ι ι ℂ) :
    comm (oneBody c a f) (oneBody c a g) = oneBody c a (f * g - g * f) := by
  have lin : ∀ X : A, comm X (oneBody c a g) = ∑ r, ∑ s, g r s • comm X (c r * a s) := by
    intro X
    simp only [comm, oneBody, Finset.mul_sum, Finset.sum_mul, mul_smul_comm, smul_mul_assoc,
      smul_sub, Finset.sum_sub_distrib]
  -- Leibniz rule on the pair `c_r a_s`
  have key : ∀ r s, comm (oneBody c a f) (c r * a s) =
      ∑ p, f p r • (c p * a s) - ∑ q, f s q • (c r * a q) := by
    intro r s
    calc comm (oneBody c a f) (c r * a s)
        = comm (oneBody c a f) (c r) * a s + c r * comm (oneBody c a f) (a s) := by
          unfold comm; noncomm_ring
      _ = _ := by
          rw [(comm_oneBody_ladder h f r).1, (comm_oneBody_ladder h f s).2]
          simp only [Finset.sum_mul, mul_neg, Finset.mul_sum, smul_mul_assoc, mul_smul_comm,
            sub_eq_add_neg]
  have e : oneBody c a (f * g - g * f) =
      ∑ p, ∑ s, ∑ r, (f p r * g r s) • (c p * a s) -
      ∑ r, ∑ q, ∑ s, (g r s * f s q) • (c r * a q) := by
    simp only [oneBody, Matrix.sub_apply, Matrix.mul_apply, sub_smul, Finset.sum_smul,
      Finset.sum_sub_distrib]
  rw [lin, e]
  simp only [key, smul_sub, Finset.sum_sub_distrib, Finset.smul_sum, smul_smul]
  congr 1
  · refine (Finset.sum_congr rfl fun r _ => Finset.sum_comm).trans ?_
    refine Finset.sum_comm.trans (Finset.sum_congr rfl fun p _ => ?_)
    refine Finset.sum_comm.trans
      (Finset.sum_congr rfl fun s _ => Finset.sum_congr rfl fun r _ => ?_)
    rw [mul_comm (g r s)]
  · exact Finset.sum_congr rfl fun r _ => Finset.sum_comm
```

For each intermediate mode `r`, the proof of τ² = 0 distinguishes whether `r` is in `O`. If it is, disjointness excludes it from `V` and the second factor vanishes; otherwise the first does.

```lean
/-- If no mode is both occupied and virtual, the amplitude matrix squares to zero. -/
theorem excMat_sq {V O : Finset ι} (hd : Disjoint O V) (t : ι → ι → ℂ) :
    excMat V O t * excMat V O t = 0 := by
  ext p q
  rw [Matrix.mul_apply]
  refine Finset.sum_eq_zero fun r _ => ?_
  by_cases hO : r ∈ O
  · have hV : r ∉ V := Finset.disjoint_left.mp hd hO
    simp [excMat, hV]
  · simp [excMat, hO]
```

The last two commutator theorems carry out the matrix algebra with τ² = 0, first to −2τfτ and then to zero.

```lean
/-- For CAR modes with disjoint occupied and virtual sets, `[[F, T₁], T₁]` is the one-body
operator with matrix `-2 τ f τ`, where `τ` is the padded amplitude matrix. -/
theorem double_comm {c a : ι → A} (h : CAR c a) {V O : Finset ι} (hd : Disjoint O V)
    (f : Matrix ι ι ℂ) (t : ι → ι → ℂ) :
    comm (comm (oneBody c a f) (singles c a V O t)) (singles c a V O t) =
      oneBody c a ((-2 : ℂ) • (excMat V O t * f * excMat V O t)) := by
  have h0 := excMat_sq hd t
  rw [singles_eq_oneBody, comm_oneBody h, comm_oneBody h]
  congr 1
  generalize excMat V O t = τ at h0 ⊢
  calc (f * τ - τ * f) * τ - τ * (f * τ - τ * f)
      = f * (τ * τ) + (τ * τ) * f - (τ * f * τ + τ * f * τ) := by noncomm_ring
    _ = (-2 : ℂ) • (τ * f * τ) := by
        rw [h0, mul_zero, zero_mul]
        module

/-- For CAR modes with disjoint occupied and virtual sets, the triple commutator of any one-body
operator with the singles operator vanishes. -/
theorem triple_comm {c a : ι → A} (h : CAR c a) {V O : Finset ι} (hd : Disjoint O V)
    (f : Matrix ι ι ℂ) (t : ι → ι → ℂ) :
    comm (comm (comm (oneBody c a f) (singles c a V O t)) (singles c a V O t))
      (singles c a V O t) = 0 := by
  have h0 := excMat_sq hd t
  rw [double_comm h hd, singles_eq_oneBody, comm_oneBody h]
  generalize excMat V O t = τ at h0 ⊢
  have e : ((-2 : ℂ) • (τ * f * τ)) * τ - τ * ((-2 : ℂ) • (τ * f * τ)) = 0 := by
    have h1 : τ * f * τ * τ = 0 := by rw [mul_assoc, h0, mul_zero]
    have h2 : τ * (τ * f * τ) = 0 := by rw [← mul_assoc, ← mul_assoc, h0, zero_mul, zero_mul]
    rw [smul_mul_assoc, mul_smul_comm, h1, h2, sub_self]
  rw [e]
  simp [oneBody]
```

## The finite expansion in a Banach algebra

Inside `bch_second_order`, `hG` is the zero derivative, with `hc` computing [P,T] and `ident` collecting the product-rule terms. `conj` compares the values at 1 and 0. Applied to −T and the unit element, it also supplies exp(−T) exp(T) = 1, which is used to invert the relation.

```lean
/-- In a complex Banach algebra, if the successive commutators of `X` with `T` are `Y`, `Z` and
`0`, then `exp(-T) X exp(T) = X + Y + Z/2`. -/
theorem bch_second_order {T X Y Z : B} (h1 : comm X T = Y) (h2 : comm Y T = Z)
    (h3 : comm Z T = 0) :
    NormedSpace.exp (-T) * X * NormedSpace.exp T = X + Y + (1 / 2 : ℂ) • Z := by
  have conj : ∀ T X Y Z : B, comm X T = Y → comm Y T = Z → comm Z T = 0 →
      NormedSpace.exp T * (X + Y + (1 / 2 : ℂ) • Z) * NormedSpace.exp (-T) = X := by
    intro T X Y Z h1 h2 h3
    unfold comm at h1 h2 h3
    have ident : ∀ E E' P P' : B, (E * T * P + E * P') * E' + E * P * (-T * E') =
        E * (P' - (P * T - T * P)) * E' := by
      intros; noncomm_ring
    -- the back-rotated polynomial does not depend on `s`
    have hG : ∀ s : ℂ, HasDerivAt (fun u : ℂ => NormedSpace.exp (u • T) *
        (X + u • Y + (u ^ 2 / 2) • Z) * NormedSpace.exp (u • (-T))) 0 s := by
      intro s
      have d1 : HasDerivAt (fun u : ℂ => u • Y) Y s := by
        simpa using (hasDerivAt_id' s).smul_const Y
      have d2 : HasDerivAt (fun u : ℂ => (u ^ 2 / 2) • Z) (s • Z) s :=
        (((hasDerivAt_pow 2 s).div_const 2).smul_const Z).congr_deriv (by norm_num)
      have hP := (d1.const_add X).fun_add d2
      have hc : (X + s • Y + (s ^ 2 / 2) • Z) * T - T * (X + s • Y + (s ^ 2 / 2) • Z) =
          Y + s • Z := by
        simp only [add_mul, mul_add, smul_mul_assoc, mul_smul_comm]
        linear_combination (norm := module) h1 + s • h2 + (s ^ 2 / 2) • h3
      refine (((hasDerivAt_exp_smul_const T s).fun_mul hP).fun_mul
        (hasDerivAt_exp_smul_const' (-T) s)).congr_deriv ?_
      rw [ident, hc, sub_self, mul_zero, zero_mul]
    have h := is_const_of_deriv_eq_zero (fun s => (hG s).differentiableAt)
      (fun s => (hG s).deriv) 1 0
    simpa using h
  have inv : NormedSpace.exp (-T) * NormedSpace.exp T = 1 := by
    simpa using conj (-T) 1 0 0 (by simp [comm]) (by simp [comm]) (by simp [comm])
  have hX := conj T X Y Z h1 h2 h3
  generalize X + Y + (1 / 2 : ℂ) • Z = W at hX ⊢
  calc NormedSpace.exp (-T) * X * NormedSpace.exp T
      = (NormedSpace.exp (-T) * NormedSpace.exp T) * W *
          (NormedSpace.exp (-T) * NormedSpace.exp T) := by
        rw [← hX]; simp only [mul_assoc]
    _ = W := by rw [inv, one_mul, mul_one]
```

Taking X = F and T = T₁, the triple-commutator theorem provides the last hypothesis.

```lean
/-- For CAR modes in a complex Banach algebra, with disjoint occupied and virtual sets,
`exp(-T₁) F exp(T₁) = F + [F, T₁] + [[F, T₁], T₁] / 2` for every one-body operator `F`. -/
theorem singles_bch {c a : ι → B} (h : CAR c a) {V O : Finset ι} (hd : Disjoint O V)
    (f : Matrix ι ι ℂ) (t : ι → ι → ℂ) :
    NormedSpace.exp (-singles c a V O t) * oneBody c a f * NormedSpace.exp (singles c a V O t) =
      oneBody c a f + comm (oneBody c a f) (singles c a V O t) +
      (1 / 2 : ℂ) • comm (comm (oneBody c a f) (singles c a V O t)) (singles c a V O t) :=
  bch_second_order rfl rfl (triple_comm h hd f t)
```

## Two modes that reach second order

Explicit Jordan–Wigner matrices provide a concrete pair of modes. They are written with integer entries and carried to complex matrices by the ring homomorphism `toC`.

```lean
/-- Integer matrices of the two Jordan-Wigner annihilators, in the basis
`|00⟩, |01⟩, |10⟩, |11⟩`. -/
def jwZ : Fin 2 → Matrix (Fin 4) (Fin 4) ℤ :=
  ![!![0, 0, 1, 0; 0, 0, 0, 1; 0, 0, 0, 0; 0, 0, 0, 0],
    !![0, 1, 0, 0; 0, 0, 0, 0; 0, 0, 0, -1; 0, 0, 0, 0]]

/-- Integer matrices read as complex matrices. -/
def toC : Matrix (Fin 4) (Fin 4) ℤ →+* Matrix (Fin 4) (Fin 4) ℂ :=
  (Int.castRingHom ℂ).mapMatrix

/-- Jordan-Wigner annihilators of two modes, as complex matrices. -/
def jwA (p : Fin 2) : Matrix (Fin 4) (Fin 4) ℂ := toC (jwZ p)

/-- Jordan-Wigner creators of two modes, the transposes of the annihilators. -/
def jwC (p : Fin 2) : Matrix (Fin 4) (Fin 4) ℂ := toC (jwZ p)ᵀ
```

The CAR are decided by computation over the integers and then transferred through `toC`.

```lean
/-- The two-mode Jordan-Wigner matrices satisfy the CAR. -/
theorem car_witness : CAR jwC jwA := by
  -- the relations hold over the integers, by computation
  have aa : ∀ p q, jwZ p * jwZ q + jwZ q * jwZ p = 0 := by decide +kernel
  have cc : ∀ p q, (jwZ p)ᵀ * (jwZ q)ᵀ + (jwZ q)ᵀ * (jwZ p)ᵀ = 0 := by decide +kernel
  have ac : ∀ p q, jwZ p * (jwZ q)ᵀ + (jwZ q)ᵀ * jwZ p = if p = q then 1 else 0 := by
    decide +kernel
  refine ⟨fun p q => ?_, fun p q => ?_, fun p q => ?_⟩
  · have h := congrArg toC (aa p q)
    simpa only [map_add, map_mul, map_zero, jwA] using h
  · have h := congrArg toC (cc p q)
    simpa only [map_add, map_mul, map_zero, jwC] using h
  · have h := congrArg toC (ac p q)
    split_ifs at h ⊢ <;>
      simpa only [map_add, map_mul, map_one, map_zero, jwA, jwC] using h
```

With F = c_0 a_1 and T₁ = c_1 a_0, the double commutator is −2c_1 a_0. The proof evaluates its entry from |10⟩ to |01⟩, row 1 and column 2 counted from zero, and finds it non-zero. The second-order term is therefore present in this example. This F is not Hermitian, but the Hermitian operator c_0 a_1 + c_1 a_0 has the same double commutator, because the added term is T₁ itself and commutes with T₁.

```lean
/-- For the two Jordan-Wigner modes, with mode 0 occupied and mode 1 virtual, the double
commutator of `F = c_0 a_1` with `T₁ = c_1 a_0` is not zero. -/
theorem second_order_sharp :
    comm (comm (oneBody jwC jwA !![0, 1; 0, 0]) (singles jwC jwA {1} {0} fun _ _ => 1))
      (singles jwC jwA {1} {0} fun _ _ => 1) ≠ 0 := by
  have hF : oneBody jwC jwA !![0, 1; 0, 0] = jwC 0 * jwA 1 := by
    simp [oneBody, Fin.sum_univ_two]
  have hT : (singles jwC jwA {1} {0} fun _ _ => 1) = jwC 1 * jwA 0 := by
    simp [singles]
  rw [hF, hT]
  intro h
  -- the amplitude from `|10⟩` to `|01⟩` survives
  have e : ∀ F T : Matrix (Fin 4) (Fin 4) ℤ,
      (comm (comm (toC F) (toC T)) (toC T)) 1 2 =
        ((((F * T - T * F) * T - T * (F * T - T * F)) 1 2 : ℤ) : ℂ) := by
    intro F T
    have hc : comm (comm (toC F) (toC T)) (toC T) =
        toC ((F * T - T * F) * T - T * (F * T - T * F)) := by
      simp only [comm, map_mul, map_sub]
    rw [hc]
    rfl
  have h' : (comm (comm (toC ((jwZ 0)ᵀ * jwZ 1)) (toC ((jwZ 1)ᵀ * jwZ 0)))
      (toC ((jwZ 1)ᵀ * jwZ 0))) 1 2 = 0 := by
    rw [map_mul, map_mul]
    exact congrFun (congrFun h 1) 2
  rw [e] at h'
  exact absurd (Int.cast_eq_zero.mp h') (by decide +kernel)

end

end SinglesBCH
```

```lean
#print axioms SinglesBCH.singles_eq_oneBody
-- 'SinglesBCH.singles_eq_oneBody' depends on axioms: [propext, Classical.choice, Quot.sound]
#print axioms SinglesBCH.singles_bch
-- 'SinglesBCH.singles_bch' depends on axioms: [propext, Classical.choice, Quot.sound]
#print axioms SinglesBCH.second_order_sharp
-- 'SinglesBCH.second_order_sharp' depends on axioms: [propext, Classical.choice, Quot.sound]
```
